# For finitely many levels E_i + s V_i, n times the summed relative variances of n equal perturbation steps tends to b(⟨V⟩₀ − ⟨V⟩₁)

Take two levels with energies 0 and s v, at inverse temperature b, and raise the coupling s from 0 to 1 in n equal steps of length h = 1/n. Write x = exp(−b s v) and q = exp(−b h v). The perturbation V is 0 on the first level and v on the second, so in the Gibbs law at s the factor exp(−b h V) takes the values 1 and q. Its variance divided by its squared mean is

x (1 − q)² / (1 + x q)² ≈ h² b² v² p(1 − p), with p = x/(1 + x).

Each step costs order 1/n², so the sum over n steps is of order 1/n, and multiplying by n gives a finite limit:

∫₀¹ b² v² p(1 − p) ds = b v (p(0) − p(1)) = (b v/2) tanh(b v/2).

The integral is elementary because dp/ds = −b v p(1 − p). Only the two ends of the path survive, and the same happens for any finite nonempty set of levels E_i + s V_i.

In staged free-energy perturbation with independent samples, divided equally among the steps, this scaled sum is the total number of samples times the variance of the estimated b ΔF, to leading order when each step has many samples. The theorem concerns the exact variances on a finite spectrum, not the sampling itself.

## Levels linear in the coupling

The perturbation shifts each level by s V_i and leaves the states alone. In quantum terms, the unperturbed Hamiltonian and V commute. Define

Z(s) = Σ_i exp(−b(E_i + s V_i)), p_i(s) = exp(−b(E_i + s V_i))/Z(s), ⟨A⟩_s = Σ_i p_i(s) A_i.

In the code these are `Z`, `prob` and `mean`; `E` and `V` are real functions on the index type `ι`.

```lean
import Mathlib

open Filter Topology

namespace FineStagingCost

noncomputable section

variable {ι : Type*} [Fintype ι]

/-- Partition function of the levels `E i + s * V i` at inverse temperature `b`. -/
def Z (E V : ι → ℝ) (b s : ℝ) : ℝ := ∑ i, Real.exp (-b * (E i + s * V i))

/-- Gibbs probability of level `i` at coupling `s`. -/
def prob (E V : ι → ℝ) (b s : ℝ) (i : ι) : ℝ :=
  Real.exp (-b * (E i + s * V i)) / Z E V b s

/-- Gibbs average of the observable `A` at coupling `s`. -/
def mean (E V : ι → ℝ) (b s : ℝ) (A : ι → ℝ) : ℝ := ∑ i, prob E V b s i * A i
```

`relVar` is the variance over the squared mean, and `stepFactor` is exp(−b h V). `stagingCost` evaluates each step k = 0, …, n − 1 in the law at its start, s = k/n, and includes the prefactor n. `boundaryGap` is the end-point expression G_n derived below.

```lean
/-- Relative variance of `X` at coupling `s`: the variance over the squared mean. -/
def relVar (E V : ι → ℝ) (b s : ℝ) (X : ι → ℝ) : ℝ :=
  mean E V b s (fun i => (X i - mean E V b s X) ^ 2) / (mean E V b s X) ^ 2

/-- The perturbation factor `exp (-b h V)` averaged in a step of length `h`. -/
def stepFactor (V : ι → ℝ) (b h : ℝ) (i : ι) : ℝ := Real.exp (-b * (h * V i))

/-- `n` times the summed relative variances of `n` equal steps from `s = 0` to `s = 1`,
each evaluated in the Gibbs law at the start of the step. -/
def stagingCost (E V : ι → ℝ) (b : ℝ) (n : ℕ) : ℝ :=
  n * ∑ k ∈ Finset.range n, relVar E V b (k * (1 / n)) (stepFactor V b (1 / n))

/-- Difference of the forward difference quotients of `log Z` at `s = 1` and `s = 0`,
with increment `1 / n`. -/
def boundaryGap (E V : ι → ℝ) (b : ℝ) (n : ℕ) : ℝ :=
  n * ((Real.log (Z E V b (1 + 1 / n)) - Real.log (Z E V b 1))
    - (Real.log (Z E V b (1 / n)) - Real.log (Z E V b 0)))
```

Linearity makes the factor carry the Boltzmann weights at s to those at s + h:

⟨exp(−b h V)⟩_s = Z(s + h)/Z(s).

The proof merges the two exponentials term by term. For levels nonlinear in s, the ratio could still be written with the actual energy change, but squaring the factor inside the average would generally not lead to another point of the path, as the next step requires.

```lean
/-- Free-energy perturbation identity: the average of the perturbation factor is the ratio
of the partition functions at the end and the start of the step. -/
theorem mean_stepFactor (E V : ι → ℝ) (b s h : ℝ) :
    mean E V b s (stepFactor V b h) = Z E V b (s + h) / Z E V b s := by
  simp only [mean, prob, stepFactor]
  rw [show Z E V b (s + h) = ∑ i, Real.exp (-b * (E i + (s + h) * V i)) from rfl,
    Finset.sum_div]
  refine Finset.sum_congr rfl fun i _ => ?_
  rw [div_mul_eq_mul_div, ← Real.exp_add]
  congr 2
  ring
```

## At least one level

A system needs a state to occupy. By hand, this gives Z(s) > 0, which permits the divisions and logarithms; in the code, `Nonempty ι` enters through `Z_pos`. On an empty set Lean's convention 0/0 = 0 would make both sides of the limit zero, but there would be no Gibbs law.

```lean
variable [Nonempty ι]

/-- The partition function is positive. -/
theorem Z_pos (E V : ι → ℝ) (b s : ℝ) : 0 < Z E V b s :=
  Finset.sum_pos (fun _ _ => Real.exp_pos _) Finset.univ_nonempty

/-- The Gibbs probabilities sum to one. -/
theorem sum_prob (E V : ι → ℝ) (b s : ℝ) : ∑ i, prob E V b s i = 1 := by
  simp only [prob, ← Finset.sum_div]
  exact div_self (Z_pos E V b s).ne'
```

Squaring the factor doubles the step, so its second moment is Z(s + 2h)/Z(s). Hence

relative variance = r − 1, r = Z(s) Z(s + 2h)/Z(s + h)².

In the proof, `hdev` expands the variance using normalisation, `hsq` supplies the second moment, and `key` does the remaining algebra.

```lean
/-- The relative variance of one step, expressed by three partition functions. -/
theorem relVar_stepFactor (E V : ι → ℝ) (b s h : ℝ) :
    relVar E V b s (stepFactor V b h)
      = Z E V b s * Z E V b (s + 2 * h) / Z E V b (s + h) ^ 2 - 1 := by
  -- the variance as second moment minus squared mean, with a free centre `c`
  have hdev : ∀ (X : ι → ℝ) (c : ℝ), mean E V b s (fun i => (X i - c) ^ 2)
      = mean E V b s (fun i => X i ^ 2) - 2 * c * mean E V b s X + c ^ 2 := by
    intro X c
    simp only [mean]
    calc ∑ i, prob E V b s i * (X i - c) ^ 2
        = ∑ i, (prob E V b s i * X i ^ 2 - 2 * c * (prob E V b s i * X i)
            + c ^ 2 * prob E V b s i) := Finset.sum_congr rfl fun i _ => by ring
      _ = _ := by
        rw [Finset.sum_add_distrib, Finset.sum_sub_distrib, ← Finset.mul_sum,
          ← Finset.mul_sum, sum_prob, mul_one]
  -- the squared factor is the factor of a step of double length
  have hsq : mean E V b s (fun i => stepFactor V b h i ^ 2)
      = Z E V b (s + 2 * h) / Z E V b s := by
    rw [← mean_stepFactor]
    congr 1
    funext i
    simp only [stepFactor]
    rw [← Real.exp_nat_mul]
    congr 1
    push_cast
    ring
  have key : ∀ x y z : ℝ, x ≠ 0 → y ≠ 0 →
      (z / x - 2 * (y / x) * (y / x) + (y / x) ^ 2) / (y / x) ^ 2
        = x * z / y ^ 2 - 1 := by
    intro x y z hx hy
    field_simp
    ring
  unfold relVar
  rw [hdev, hsq, mean_stepFactor]
  exact key _ _ _ (Z_pos E V b s).ne' (Z_pos E V b (s + h)).ne'
```

## Finitely many levels

Finiteness lets the sum for Z be differentiated term by term:

d log Z/ds = −b⟨V⟩_s.

```lean
/-- The derivative of `log Z` in the coupling is `-b` times the Gibbs average of `V`. -/
theorem hasDerivAt_log_Z (E V : ι → ℝ) (b s : ℝ) :
    HasDerivAt (fun t => Real.log (Z E V b t)) (-b * mean E V b s V) s := by
  have hZ : HasDerivAt (fun t => Z E V b t)
      (∑ i, Real.exp (-b * (E i + s * V i)) * (-b * V i)) s := by
    unfold Z
    refine HasDerivAt.fun_sum fun i _ => ?_
    have h : HasDerivAt (fun t : ℝ => -b * (E i + t * V i)) (-b * V i) s :=
      ((((hasDerivAt_id' s).mul_const (V i)).const_add (E i)).const_mul (-b)).congr_deriv
        (by ring)
    exact h.exp
  refine (hZ.log (Z_pos E V b s).ne').congr_deriv ?_
  simp only [mean, prob]
  rw [Finset.sum_div, Finset.mul_sum]
  exact Finset.sum_congr rfl fun i _ => by ring
```

It also provides a number M with |b V_i| ≤ M for all i. This bounds how far one unit of coupling can move any level, measured in units of the thermal energy. For h ≥ 0, a shift of h changes every Boltzmann weight by at most a factor exp(M h), so

Z(s) ≤ exp(M h) Z(s + h), Z(s + 2h) ≤ exp(M h) Z(s + h),

and therefore r ≤ exp(2M h). Since a variance is nonnegative, r ≥ 1. Put

D = log r = log Z(s) − 2 log Z(s + h) + log Z(s + 2h).

The inequalities log r ≤ r − 1 and 1 − 1/r ≤ log r then give

D ≤ r − 1 ≤ r log r ≤ exp(2M h) D.

The proof follows this order: `hZ` is the bound on Z, `hR` the bound on r, and the last lines apply the two logarithm inequalities.

```lean
/-- If `|b V| ≤ M`, the relative variance of a step of length `h` lies between the second
difference of `log Z` and `exp (2 M h)` times that second difference. -/
theorem relVar_bounds (E V : ι → ℝ) {b M h : ℝ} (s : ℝ) (hM : ∀ i, |b * V i| ≤ M)
    (hh : 0 ≤ h) :
    let D := Real.log (Z E V b s) - 2 * Real.log (Z E V b (s + h))
      + Real.log (Z E V b (s + 2 * h))
    D ≤ relVar E V b s (stepFactor V b h) ∧
      relVar E V b s (stepFactor V b h) ≤ Real.exp (2 * M * (1 * h)) * D := by
  intro D
  have h0 := Z_pos E V b s
  have h1 := Z_pos E V b (s + h)
  have h2 := Z_pos E V b (s + 2 * h)
  -- changing the coupling by `|u - t|` changes `Z` by at most a factor `exp (M |u - t|)`
  have hZ : ∀ u t : ℝ, Z E V b u ≤ Real.exp (M * |u - t|) * Z E V b t := by
    intro u t
    unfold Z
    rw [Finset.mul_sum]
    refine Finset.sum_le_sum fun i _ => ?_
    rw [← Real.exp_add]
    refine Real.exp_le_exp.mpr ?_
    have a1 := neg_le_abs (b * V i * (u - t))
    rw [abs_mul] at a1
    have a2 := mul_le_mul_of_nonneg_right (hM i) (abs_nonneg (u - t))
    linarith
  have hl := hZ s (s + h)
  have hr := hZ (s + 2 * h) (s + h)
  rw [show s - (s + h) = -h by ring, abs_neg, abs_of_nonneg hh] at hl
  rw [show s + 2 * h - (s + h) = h by ring, abs_of_nonneg hh] at hr
  have hnn : 0 ≤ relVar E V b s (stepFactor V b h) :=
    div_nonneg (Finset.sum_nonneg fun i _ =>
      mul_nonneg (div_pos (Real.exp_pos _) h0).le (sq_nonneg _)) (sq_nonneg _)
  rw [relVar_stepFactor] at hnn ⊢
  have hD : Real.log (Z E V b s * Z E V b (s + 2 * h) / Z E V b (s + h) ^ 2) = D := by
    rw [Real.log_div (mul_pos h0 h2).ne' (pow_pos h1 2).ne',
      Real.log_mul h0.ne' h2.ne', Real.log_pow]
    simp only [D]
    push_cast
    ring
  have hR : Z E V b s * Z E V b (s + 2 * h) / Z E V b (s + h) ^ 2
      ≤ Real.exp (2 * M * (1 * h)) := by
    rw [div_le_iff₀ (pow_pos h1 2),
      show 2 * M * (1 * h) = M * h + M * h by ring, Real.exp_add]
    have := mul_le_mul hl hr h2.le (mul_pos (Real.exp_pos _) h1).le
    linarith
  have hpos := div_pos (mul_pos h0 h2) (pow_pos h1 2)
  generalize Z E V b s * Z E V b (s + 2 * h) / Z E V b (s + h) ^ 2 = r at *
  rw [← hD]
  refine ⟨Real.log_le_sub_one_of_pos hpos, ?_⟩
  -- `r - 1 ≤ r log r ≤ exp (2 M h) log r`
  have b1 := mul_le_mul_of_nonneg_left (Real.one_sub_inv_le_log_of_pos hpos) hpos.le
  rw [mul_sub, mul_one, mul_inv_cancel₀ hpos.ne'] at b1
  exact b1.trans (mul_le_mul_of_nonneg_right hR (Real.log_nonneg (by linarith)))
```

For infinitely many levels the limit can fail. Take b = 1, V_i = −i and E_i = i + 3 log i for i = 1, 2, …. Then Z(s) = Σ_i exp(−(1 − s)i)/i³ converges at s = 1, where ⟨V⟩₁ is finite too, but diverges for every s > 1. The last step's second moment contains Z(1 + 1/n), so the cost is infinite for every n.

## Equal steps

A common step length makes the second differences telescope. With h = 1/n and d_k = log Z((k + 1)h) − log Z(k h), step k contributes d_{k+1} − d_k, and the sum is d_n − d_0. Multiplying by n gives

G_n = n{[log Z(1 + 1/n) − log Z(1)] − [log Z(1/n) − log Z(0)]}.

A mistake that is easy to make here is to stop the telescoping at s = 1. The variance of the last step reaches one step further, to 1 + 1/n, although no sample is drawn there.

For every n > 0 the result is a two-sided bound:

G_n ≤ cost ≤ exp(2M/n) G_n.

The induction `tel` is the telescoping, and `relVar_bounds` is then summed over k. Unequal steps break the cancellation, and a different spacing rule generally changes the limit.

```lean
/-- Bounds for a finite number of steps: if `|b V| ≤ M`, the staging cost lies between the
boundary gap and `exp (2 M / n)` times the boundary gap. -/
theorem stagingCost_bounds (E V : ι → ℝ) {b M : ℝ} (hM : ∀ i, |b * V i| ≤ M)
    {n : ℕ} (hn : 0 < n) :
    boundaryGap E V b n ≤ stagingCost E V b n ∧
      stagingCost E V b n ≤ Real.exp (2 * M * (1 / n)) * boundaryGap E V b n := by
  have hn' : (0 : ℝ) < n := Nat.cast_pos.mpr hn
  -- second differences telescope to the two ends of the path
  have tel : ∀ (f : ℝ → ℝ) (h : ℝ) (m : ℕ),
      ∑ k ∈ Finset.range m, (f (k * h) - 2 * f (k * h + h) + f (k * h + 2 * h))
        = (f (m * h + h) - f (m * h)) - (f h - f 0) := by
    intro f h m
    induction m with
    | zero => simp
    | succ m ih =>
      have e1 : ((m + 1 : ℕ) : ℝ) * h = m * h + h := by push_cast; ring
      have e2 : (m : ℝ) * h + h + h = m * h + 2 * h := by ring
      rw [Finset.sum_range_succ, ih, e1, e2]
      ring
  have ht := tel (fun t => Real.log (Z E V b t)) (1 / n) n
  rw [mul_one_div_cancel hn'.ne'] at ht
  have hb := fun k : ℕ => relVar_bounds E V (h := 1 / (n : ℝ)) (k * (1 / n)) hM
    (by positivity)
  simp only [one_mul] at hb
  unfold boundaryGap stagingCost
  rw [← ht]
  constructor
  · exact mul_le_mul_of_nonneg_left (Finset.sum_le_sum fun k _ => (hb k).1) hn'.le
  · rw [mul_left_comm, Finset.mul_sum (Finset.range n) _ (Real.exp _)]
    exact mul_le_mul_of_nonneg_left (Finset.sum_le_sum fun k _ => (hb k).2) hn'.le
```

## Any real b

Physically b is an inverse temperature, but its sign is never used: the estimates involve only |b V_i|. At b = 0 the factor is constant, and both the cost and its limit vanish. They vanish likewise for a single level at any b.

As n grows, the two difference quotients in G_n tend to derivatives of log Z, so

G_n → −b⟨V⟩₁ + b⟨V⟩₀ = b(⟨V⟩₀ − ⟨V⟩₁).

Since exp(2M/n) → 1, the cost is squeezed to the same value. In the theorem, `Tendsto … atTop` is the limit n → ∞. The proof takes M = Σ_j |b V_j|, obtains the quotients' limits in `hq` and that of G_n in `hgap`, and closes with the squeeze.

```lean
/-- Cost of fine staging: as the number `n` of equal steps grows, `n` times the summed
relative variances tends to `b (⟨V⟩₀ - ⟨V⟩₁)`. -/
theorem tendsto_stagingCost (E V : ι → ℝ) (b : ℝ) :
    Tendsto (stagingCost E V b) atTop
      (𝓝 (b * (mean E V b 0 V - mean E V b 1 V))) := by
  have hinv : Tendsto (fun n : ℕ => 1 / (n : ℝ)) atTop (𝓝 0) :=
    tendsto_one_div_atTop_nhds_zero_nat
  have hinv' : Tendsto (fun n : ℕ => 1 / (n : ℝ)) atTop (𝓝[≠] 0) := by
    refine tendsto_nhdsWithin_iff.mpr ⟨hinv, ?_⟩
    filter_upwards [eventually_gt_atTop 0] with n hn
    have hn' : (0 : ℝ) < n := Nat.cast_pos.mpr hn
    exact (one_div_pos.mpr hn').ne'
  -- difference quotients of `log Z` converge to its derivative
  have hq : ∀ s : ℝ, Tendsto (fun n : ℕ => (n : ℝ) *
      (Real.log (Z E V b (s + 1 / n)) - Real.log (Z E V b s))) atTop
      (𝓝 (-b * mean E V b s V)) := by
    intro s
    refine ((hasDerivAt_iff_tendsto_slope_zero.mp (hasDerivAt_log_Z E V b s)).comp
      hinv').congr fun n => ?_
    simp only [Function.comp, smul_eq_mul, one_div, inv_inv]
  have hgap : Tendsto (boundaryGap E V b) atTop
      (𝓝 (b * (mean E V b 0 V - mean E V b 1 V))) := by
    have h := (hq 1).sub (hq 0)
    rw [show -b * mean E V b 1 V - -b * mean E V b 0 V
      = b * (mean E V b 0 V - mean E V b 1 V) by ring] at h
    refine h.congr fun n => ?_
    simp only [boundaryGap, zero_add]
    ring
  have hM : ∀ i, |b * V i| ≤ ∑ j, |b * V j| := fun i =>
    Finset.single_le_sum (f := fun j => |b * V j|) (fun j _ => abs_nonneg _)
      (Finset.mem_univ i)
  have he := hinv.const_mul (2 * ∑ j, |b * V j|)
  rw [mul_zero] at he
  have he' := (Real.continuous_exp.tendsto 0).comp he
  rw [Real.exp_zero] at he'
  have hup := he'.mul hgap
  rw [one_mul] at hup
  -- squeeze the cost between the two bounds
  refine tendsto_of_tendsto_of_tendsto_of_le_of_le' hgap hup ?_ ?_
  · filter_upwards [eventually_gt_atTop 0] with n hn
    exact (stagingCost_bounds E V hM hn).1
  · filter_upwards [eventually_gt_atTop 0] with n hn
    exact (stagingCost_bounds E V hM hn).2
```

The limit also measures how far apart the two end states are. Since

log(p_i(0)/p_i(1)) = b V_i + log Z(1) − log Z(0),

weighting by p_i(0) − p_i(1) and summing removes the constant, because both laws are normalised:

Σ_i (p_i(0) − p_i(1)) log(p_i(0)/p_i(1)) = b(⟨V⟩₀ − ⟨V⟩₁).

The left side is the sum of the relative entropies taken in both directions. The proof computes the logarithm in `hlog` and removes the constant with `sum_prob`.

```lean
/-- The symmetrised relative entropy of the Gibbs laws at `s = 0` and `s = 1` equals
`b (⟨V⟩₀ - ⟨V⟩₁)`. -/
theorem symmetrised_relative_entropy (E V : ι → ℝ) (b : ℝ) :
    ∑ i, (prob E V b 0 i - prob E V b 1 i) * Real.log (prob E V b 0 i / prob E V b 1 i)
      = b * (mean E V b 0 V - mean E V b 1 V) := by
  have z0 := (Z_pos E V b 0).ne'
  have z1 := (Z_pos E V b 1).ne'
  have hlog : ∀ i, Real.log (prob E V b 0 i / prob E V b 1 i)
      = b * V i + (Real.log (Z E V b 1) - Real.log (Z E V b 0)) := by
    intro i
    unfold prob
    rw [Real.log_div (div_ne_zero (Real.exp_ne_zero _) z0)
      (div_ne_zero (Real.exp_ne_zero _) z1), Real.log_div (Real.exp_ne_zero _) z0,
      Real.log_div (Real.exp_ne_zero _) z1, Real.log_exp, Real.log_exp]
    ring
  simp only [hlog]
  generalize Real.log (Z E V b 1) - Real.log (Z E V b 0) = c
  -- the constant `c` drops out because both laws are normalised
  have e : ∑ i, (prob E V b 0 i - prob E V b 1 i) * (b * V i + c)
      = b * (mean E V b 0 V - mean E V b 1 V)
        + c * (∑ i, prob E V b 0 i - ∑ i, prob E V b 1 i) := by
    simp only [mean, ← Finset.sum_sub_distrib, Finset.mul_sum, ← Finset.sum_add_distrib]
    exact Finset.sum_congr rfl fun i _ => by ring
  rw [e, sum_prob, sum_prob, sub_self, mul_zero, add_zero]

end

end FineStagingCost
```

```lean
#print axioms FineStagingCost.tendsto_stagingCost
-- 'FineStagingCost.tendsto_stagingCost' depends on axioms: [propext, Classical.choice, Quot.sound]
#print axioms FineStagingCost.symmetrised_relative_entropy
-- 'FineStagingCost.symmetrised_relative_entropy' depends on axioms: [propext, Classical.choice, Quot.sound]
```
